# The exchange sum of a spin-independent interaction is half the sum of its charge and spin channels

## Exchange energy from charge and magnetisation

A noncollinear DFT+U code can evaluate the exchange energy of a local shell from the charge and magnetisation components of its occupation matrix. This step replaces products of spin-dependent matrix elements by products of components. The identity behind it holds for a mean-field exchange term on finitely many orbitals, with an interaction that does not act on spin.

Let $\rho(as,bt)=\langle f^\dagger_{bt}f_{as}\rangle$ be the occupation matrix, with orthonormal orbitals $a,b$ and spins $s,t\in\{0,1\}$ (up, down), where $f_{as}$ removes an electron with spin $s$ from orbital $a$. Let $\sigma^0=1$ and let $\sigma^1,\sigma^2,\sigma^3$ be the Pauli matrices. The components are

$$\rho^p(a,b)=\sum_{s,t}\sigma^p(t,s)\,\rho(as,bt),$$

the charge for $p=0$ and the magnetisation for $p=1,2,3$. For an interaction tensor $U(abcd)=\langle ab|V|cd\rangle$, in which $a,c$ belong to the first electron and $b,d$ to the second, define

$$E=\sum_{abcd}\sum_{st}U(abcd)\,\rho(ds,at)\,\rho(ct,bs),\qquad C_p=\sum_{abcd}U(abcd)\,\rho^p(d,a)\,\rho^p(c,b).$$

The mean-field exchange energy is $-\tfrac12E$. The claim is $E=\tfrac12\sum_{p=0}^{3}C_p$.

## Derivation from Pauli completeness

The Pauli matrices satisfy

$$\sum_p\sigma^p(t,s)\,\sigma^p(v,u)=2\,\delta_{tu}\,\delta_{sv}.$$

If both entries are diagonal, only $p=0,3$ contribute, giving $1+1$ for $t=v$ and $1-1$ otherwise. If both are off-diagonal, only $p=1,2$ contribute, giving $1+1$ for opposite positions and $1-1$ for equal ones. In the mixed case every product vanishes.

Completeness recovers the occupation matrix from its components:

$$\tfrac12\sum_p\rho^p(a,b)\,\sigma^p(s,t)=\tfrac12\sum_{s't'}\rho(as',bt')\,2\,\delta_{t't}\,\delta_{s's}=\rho(as,bt).$$

Insert this for the first factor of the exchange product:

$$\sum_{st}\rho(ds,at)\,\rho(ct,bs)=\tfrac12\sum_p\rho^p(d,a)\sum_{st}\sigma^p(s,t)\,\rho(ct,bs)=\tfrac12\sum_p\rho^p(d,a)\,\rho^p(c,b).$$

Multiplying by $U(abcd)$ and summing over orbitals gives the claim.

## Collinear states and spin rotations

In a collinear state with its spin axis along $z$, the elements between opposite spins vanish. Then $\rho^1=\rho^2=0$, and $E=\tfrac12(C_0+C_3)$.

For a common spin rotation, write $R_{ab}$ for the $2\times2$ spin block with entries $\rho(as,bt)$. The spin sum in $E$ is $\operatorname{tr}(R_{da}R_{cb})$. Under $R\to uRu^\dagger$, where $u$ now denotes a unitary $2\times2$ matrix and not a spin index,

$$\operatorname{tr}(uR_{da}u^\dagger uR_{cb}u^\dagger)=\operatorname{tr}(R_{da}R_{cb}),$$

so $E$ is unchanged. The charge component $\rho^0(a,b)=\operatorname{tr}R_{ab}$ is unchanged too, and with it $C_0$. Therefore $C_1+C_2+C_3=2E-C_0$ is invariant. A noncollinear code can check this by rotating all spins together while leaving the orbitals and $U$ fixed.

## The statement in Lean

The orbitals form a finite type `n`, and `ρ` is a complex matrix on `n × Fin 2`. The definitions `exchange U ρ` and `channel U ρ p` are $E$ and $C_p$; `spinBlock` is $R_{ab}$, and `rotate` applies $u$ to every block.

Neither Hermiticity of `ρ` nor any symmetry of `U` is assumed. The tensor carries orbital indices only, so spin-dependent interactions are not covered. The sign and prefactor with which exchange enters an energy functional are left out of `exchange`.

```lean
import Mathlib

open Matrix

namespace SpinExchangeInvariants

noncomputable section

/-- The unit matrix and the three Pauli matrices, numbered 0, 1, 2, 3. -/
def pauli : Fin 4 → Matrix (Fin 2) (Fin 2) ℂ :=
  ![1, !![0, 1; 1, 0], !![0, -Complex.I; Complex.I, 0], !![1, 0; 0, -1]]

variable {n : Type*}

/-- The charge (`p = 0`) and spin (`p = 1, 2, 3`) components of an occupation matrix:
`ρ^p(a,b) = ∑ σ^p(t,s) ρ(a s, b t)`, summed over the spins `s` and `t`. -/
def component (ρ : Matrix (n × Fin 2) (n × Fin 2) ℂ) (p : Fin 4) (a b : n) : ℂ :=
  ∑ s, ∑ t, pauli p t s * ρ (a, s) (b, t)

/-- The two-by-two spin block of the occupation matrix between orbitals `a` and `b`. -/
def spinBlock (ρ : Matrix (n × Fin 2) (n × Fin 2) ℂ) (a b : n) :
    Matrix (Fin 2) (Fin 2) ℂ :=
  Matrix.of fun s t => ρ (a, s) (b, t)

/-- The occupation matrix after the same spin transformation `u` on every orbital:
each spin block `R` becomes `u R uᴴ`. -/
def rotate (u : Matrix (Fin 2) (Fin 2) ℂ) (ρ : Matrix (n × Fin 2) (n × Fin 2) ℂ) :
    Matrix (n × Fin 2) (n × Fin 2) ℂ :=
  Matrix.of fun i j => (u * spinBlock ρ i.1 j.1 * uᴴ) i.2 j.2

/-- Completeness of the Pauli matrices: `∑ σ^p(t,s) σ^p(v,u)`, summed over `p`, is 2 if
`t = u` and `s = v`, and 0 otherwise. -/
theorem pauli_completeness (t s v u : Fin 2) :
    ∑ p, pauli p t s * pauli p v u = if t = u ∧ s = v then 2 else 0 := by
  fin_cases t <;> fin_cases s <;> fin_cases v <;> fin_cases u <;>
    simp [pauli, Fin.sum_univ_four] <;> norm_num

/-- The occupation matrix is recovered from its charge and spin components:
`ρ(a s, b t) = ½ ∑ ρ^p(a,b) σ^p(s,t)`, summed over `p`. -/
theorem occupation_expansion (ρ : Matrix (n × Fin 2) (n × Fin 2) ℂ) (a b : n)
    (s t : Fin 2) :
    ρ (a, s) (b, t) = 1 / 2 * ∑ p, component ρ p a b * pauli p s t := by
  -- collect the two Pauli matrices so that completeness applies
  have key : ∑ p, component ρ p a b * pauli p s t =
      ∑ s', ∑ t', ρ (a, s') (b, t') * ∑ p, pauli p t' s' * pauli p s t := by
    simp only [component, Fin.sum_univ_two, Fin.sum_univ_four]
    ring
  rw [key]
  simp only [pauli_completeness]
  fin_cases s <;> fin_cases t <;> simp [Fin.sum_univ_two] <;> ring

/-- For fixed orbitals, the exchange-type spin sum of two occupation matrix elements is half
the sum over `p` of the products of their components. -/
theorem spin_sum_eq (ρ : Matrix (n × Fin 2) (n × Fin 2) ℂ) (a b c d : n) :
    ∑ s, ∑ t, ρ (d, s) (a, t) * ρ (c, t) (b, s) =
      1 / 2 * ∑ p, component ρ p d a * component ρ p c b := by
  -- expand the first factor in components, and write out the component of the second
  have h := occupation_expansion ρ d a
  have k : ∀ p, component ρ p c b = ∑ s, ∑ t, pauli p t s * ρ (c, s) (b, t) :=
    fun _ => rfl
  simp only [k, Fin.sum_univ_two, Fin.sum_univ_four]
  rw [h 0 0, h 0 1, h 1 0, h 1 1]
  simp only [Fin.sum_univ_four]
  ring

variable [Fintype n]

/-- The exchange sum `∑ U(abcd) ρ(d s, a t) ρ(c t, b s)` over all orbitals and spins. -/
def exchange (U : n → n → n → n → ℂ) (ρ : Matrix (n × Fin 2) (n × Fin 2) ℂ) : ℂ :=
  ∑ a, ∑ b, ∑ c, ∑ d, ∑ s, ∑ t, U a b c d * (ρ (d, s) (a, t) * ρ (c, t) (b, s))

/-- The contribution `∑ U(abcd) ρ^p(d,a) ρ^p(c,b)` of one charge or spin channel `p`. -/
def channel (U : n → n → n → n → ℂ) (ρ : Matrix (n × Fin 2) (n × Fin 2) ℂ)
    (p : Fin 4) : ℂ :=
  ∑ a, ∑ b, ∑ c, ∑ d, U a b c d * (component ρ p d a * component ρ p c b)

/-- For any interaction tensor and any occupation matrix, the exchange sum is half the sum
of the charge channel and the three spin channels. -/
theorem exchange_eq_half_sum_channels (U : n → n → n → n → ℂ)
    (ρ : Matrix (n × Fin 2) (n × Fin 2) ℂ) :
    exchange U ρ = 1 / 2 * ∑ p, channel U ρ p := by
  simp only [exchange, channel, Fin.sum_univ_two, Fin.sum_univ_four,
    ← Finset.sum_add_distrib, Finset.mul_sum]
  refine Finset.sum_congr rfl fun a _ => Finset.sum_congr rfl fun b _ =>
    Finset.sum_congr rfl fun c _ => Finset.sum_congr rfl fun d _ => ?_
  -- for fixed orbitals this is the spin identity, weighted with the interaction
  have h := spin_sum_eq ρ a b c d
  simp only [Fin.sum_univ_two, Fin.sum_univ_four] at h
  linear_combination U a b c d * h

/-- If the occupation matrix has no elements between opposite spins (collinear along `z`), the
exchange sum is half the sum of the channels `p = 0` and `p = 3`. -/
theorem exchange_collinear (U : n → n → n → n → ℂ)
    (ρ : Matrix (n × Fin 2) (n × Fin 2) ℂ)
    (hud : ∀ a b, ρ (a, 0) (b, 1) = 0) (hdu : ∀ a b, ρ (a, 1) (b, 0) = 0) :
    exchange U ρ = 1 / 2 * (channel U ρ 0 + channel U ρ 3) := by
  have h1 : ∀ a b, component ρ 1 a b = 0 := fun a b => by
    simp [component, pauli, Fin.sum_univ_two, hud, hdu]
  have h2 : ∀ a b, component ρ 2 a b = 0 := fun a b => by
    simp [component, pauli, Fin.sum_univ_two, hud, hdu]
  have c1 : channel U ρ 1 = 0 := by simp [channel, h1]
  have c2 : channel U ρ 2 = 0 := by simp [channel, h2]
  rw [exchange_eq_half_sum_channels, Fin.sum_univ_four, c1, c2]
  ring

/-- The exchange sum is the interaction contracted with traces of products of two
spin blocks. -/
theorem exchange_eq_trace (U : n → n → n → n → ℂ)
    (ρ : Matrix (n × Fin 2) (n × Fin 2) ℂ) :
    exchange U ρ = ∑ a, ∑ b, ∑ c, ∑ d,
      U a b c d * (spinBlock ρ d a * spinBlock ρ c b).trace := by
  refine Finset.sum_congr rfl fun a _ => Finset.sum_congr rfl fun b _ =>
    Finset.sum_congr rfl fun c _ => Finset.sum_congr rfl fun d _ => ?_
  simp only [Matrix.trace, Matrix.diag_apply, Matrix.mul_apply, spinBlock,
    Matrix.of_apply, Finset.mul_sum]

/-- The exchange sum does not change when the spins on all orbitals undergo the same
unitary rotation. -/
theorem exchange_rotate (U : n → n → n → n → ℂ)
    (ρ : Matrix (n × Fin 2) (n × Fin 2) ℂ) {u : Matrix (Fin 2) (Fin 2) ℂ}
    (hu : u ∈ Matrix.unitaryGroup (Fin 2) ℂ) :
    exchange U (rotate u ρ) = exchange U ρ := by
  have hu' : uᴴ * u = 1 := Matrix.mem_unitaryGroup_iff'.mp hu
  have hb : ∀ a b, spinBlock (rotate u ρ) a b = u * spinBlock ρ a b * uᴴ :=
    fun _ _ => rfl
  -- the inner pair of rotations cancels, the outer pair cancels under the trace
  have ht : ∀ X Y : Matrix (Fin 2) (Fin 2) ℂ,
      (u * X * uᴴ * (u * Y * uᴴ)).trace = (X * Y).trace := fun X Y => by
    have e : u * X * uᴴ * (u * Y * uᴴ) = u * X * (uᴴ * u) * Y * uᴴ := by
      simp only [Matrix.mul_assoc]
    have e' : uᴴ * (u * X * Y) = (uᴴ * u) * (X * Y) := by
      simp only [Matrix.mul_assoc]
    rw [e, hu', Matrix.mul_one, Matrix.trace_mul_comm, e', hu', Matrix.one_mul]
  simp only [exchange_eq_trace, hb, ht]

/-- The three spin channels together do not change when the spins on all orbitals undergo
the same unitary rotation. -/
theorem spin_channels_rotate (U : n → n → n → n → ℂ)
    (ρ : Matrix (n × Fin 2) (n × Fin 2) ℂ) {u : Matrix (Fin 2) (Fin 2) ℂ}
    (hu : u ∈ Matrix.unitaryGroup (Fin 2) ℂ) :
    channel U (rotate u ρ) 1 + channel U (rotate u ρ) 2 + channel U (rotate u ρ) 3 =
      channel U ρ 1 + channel U ρ 2 + channel U ρ 3 := by
  have hu' : uᴴ * u = 1 := Matrix.mem_unitaryGroup_iff'.mp hu
  -- the charge component is the trace of the spin block, hence invariant
  have tr : ∀ (τ : Matrix (n × Fin 2) (n × Fin 2) ℂ) (a b : n),
      component τ 0 a b = (spinBlock τ a b).trace := fun τ a b => by
    simp [component, pauli, spinBlock, Matrix.trace, Fin.sum_univ_two, Matrix.one_apply]
  have hc : ∀ a b, component (rotate u ρ) 0 a b = component ρ 0 a b := fun a b => by
    have hb : spinBlock (rotate u ρ) a b = u * spinBlock ρ a b * uᴴ := rfl
    rw [tr, tr, hb, Matrix.trace_mul_comm, ← Matrix.mul_assoc, hu', Matrix.one_mul]
  have h0 : channel U (rotate u ρ) 0 = channel U ρ 0 := by
    simp only [channel, hc]
  -- subtract the invariant charge channel from the invariant exchange sum
  have e := exchange_rotate U ρ hu
  simp only [exchange_eq_half_sum_channels, Fin.sum_univ_four] at e
  linear_combination 2 * e - h0

end

end SpinExchangeInvariants
```

```lean
#print axioms SpinExchangeInvariants.exchange_eq_half_sum_channels
#print axioms SpinExchangeInvariants.exchange_collinear
#print axioms SpinExchangeInvariants.spin_channels_rotate
```

```
'SpinExchangeInvariants.exchange_eq_half_sum_channels' depends on axioms: [propext, Classical.choice, Quot.sound]
'SpinExchangeInvariants.exchange_collinear' depends on axioms: [propext, Classical.choice, Quot.sound]
'SpinExchangeInvariants.spin_channels_rotate' depends on axioms: [propext, Classical.choice, Quot.sound]
```

## From sixteen spin cases to the invariants

`pauli_completeness` runs through the sixteen choices of four spin indices. In `occupation_expansion`, the step `key` reorders the sums so that the two Pauli matrices stand together and completeness applies.

`spin_sum_eq` expands the first factor for each of its four spin entries and writes out the component of the second; `ring` then compares the two sides. For the main theorem, `exchange_eq_half_sum_channels`, `Finset.sum_congr` reduces the orbital sums to fixed $a,b,c,d$, and `linear_combination U a b c d * h` multiplies the spin identity by the interaction.

`exchange_collinear` shows that channels 1 and 2 vanish and removes them from the main theorem. `exchange_eq_trace` rewrites the spin sum as a trace. In `exchange_rotate`, the inner pair $u^\dagger u$ cancels directly and the outer pair after a cyclic permutation.

`spin_channels_rotate` first proves that the charge channel is invariant, as `h0`. With `e`, the invariance of the exchange sum written in channels, the final `linear_combination 2 * e - h0` is the subtraction $2E-C_0$.
